# Powers of an importance-sampled lattice projector as weighted path sums, for real symmetric Hamiltonians with nonpositive off-diagonal entries

Take two sites, labelled 0 and 1, with

$$H=\begin{pmatrix}0&-1\\-1&0\end{pmatrix},\qquad \psi=(1,2),\qquad \Lambda=1 .$$

Every entry of $A=\Lambda I-H$ is 1. The local energies $E_L(x)=(H\psi)(x)/\psi(x)$ are $E_L(0)=-2$ and $E_L(1)=-\tfrac12$, so $b(x)=\Lambda-E_L(x)$ takes the values $b(0)=3$ and $b(1)=\tfrac32$. The matrix $G_{yx}=\psi(y)A_{yx}/\psi(x)$ has columns $(1,2)$ and $(\tfrac12,1)$, whose sums are exactly $b(0)$ and $b(1)$. Dividing each column by its sum gives hopping probabilities $p(y,x)$ from $x$ to $y$: from either site, the walker goes to site 0 with probability $\tfrac13$ and to site 1 with probability $\tfrac23$.

Now return to site 0 after two steps. The path $0\to0\to0$ has probability $\tfrac19$ and weight $3\cdot3$, and contributes 1. The path $0\to1\to0$ has probability $\tfrac29$ and weight $3\cdot\tfrac32$, and also contributes 1. The total is 2, which is $\psi(0)(A^2)_{00}/\psi(0)$.

## From column sums to path sums

Let $H$ be a real symmetric matrix on a finite set of configurations, with $H_{yx}\le0$ for $y\ne x$. Let $\psi(x)>0$ and $\Lambda>H_{xx}$ for all $x$, and define $A$, $E_L$, $b$ and $G$ as above. By symmetry,

$$\sum_y G_{yx}=\frac{1}{\psi(x)}\Big(\Lambda\psi(x)-\sum_y H_{xy}\psi(y)\Big)=\Lambda-E_L(x)=b(x).$$

Off the diagonal, $G_{yx}=-\psi(y)H_{yx}/\psi(x)\ge0$. On it, $G_{xx}=\Lambda-H_{xx}>0$. Each column sum is therefore positive, so $b(x)>0$, and

$$p(y,x)=\frac{G_{yx}}{b(x)}=\frac{\psi(y)A_{yx}}{\psi(x)b(x)}$$

is nonnegative with $\sum_y p(y,x)=1$.

In a product of two $G$'s the intermediate factors $\psi(z)/\psi(z)$ cancel, so by induction $(G^n)_{yx}=\psi(y)(A^n)_{yx}/\psi(x)$. Writing out the matrix product and inserting $G_{yx}=p(y,x)b(x)$ gives

$$\frac{\psi(y)(A^n)_{yx}}{\psi(x)}=\sum_{\substack{x_1,\dots,x_n\\x_0=x,\;x_n=y}}\ \prod_{i=0}^{n-1}p(x_{i+1},x_i)\,b(x_i).$$

For $n=0$ the only path is $x$ itself, the product is empty, and both sides are $\delta_{yx}$.

Multiply by $f(y)$ and sum over $y$. With $f=E_L$ the right side becomes the weighted path sum of the endpoint's local energy, and the left side becomes $\sum_y(H\psi)(y)(A^n)_{yx}/\psi(x)$. With $f=1$ one gets the mean weight, $\sum_y\psi(y)(A^n)_{yx}/\psi(x)$. The path probabilities sum to one, as summing over $x_n$, then $x_{n-1}$, and so on shows. Some path thus has positive probability, and since every $b$ is positive, so is the mean weight. Dividing,

$$\frac{\text{weighted sum of }E_L(x_n)}{\text{mean weight}}=\frac{\sum_y(H\psi)(y)(A^n)_{yx}}{\sum_y\psi(y)(A^n)_{yx}},$$

which is the mixed estimator $\langle\psi|HA^n|x\rangle/\langle\psi|A^n|x\rangle$.

In lattice Green's function Monte Carlo, a walker that starts at $x$, moves with $p$ and collects factors $b$ arrives at $y$ after $n$ steps with a mean weight contribution $\psi(y)(A^n)_{yx}/\psi(x)$. This is the path expansion above, under the assumptions made here on $H$, $\psi$ and $\Lambda$.

## Hamiltonian, guiding function and shift in Lean

The type `ι` is the finite set of configurations. These may be sites for one particle or occupation patterns for many interacting ones.

```lean
import Mathlib

open Matrix

namespace LatticeProjectorPaths

noncomputable section

variable {ι : Type*} [Fintype ι] [DecidableEq ι]
```

The four hypotheses are collected in one structure. `offdiag` rules out a sign problem in the chosen basis; it is assumed, and many fermionic Hamiltonians violate it. `pos` describes a nodeless guiding function, and `shift` gives staying in place a positive weight.

```lean
/-- A symmetric Hamiltonian with nonpositive off-diagonal entries, a positive guiding function
`ψ`, and a shift `Λ` above every diagonal entry. -/
structure Admissible (H : Matrix ι ι ℝ) (ψ : ι → ℝ) (Λ : ℝ) : Prop where
  symm : ∀ x y, H x y = H y x
  offdiag : ∀ x y, x ≠ y → H x y ≤ 0
  pos : ∀ x, 0 < ψ x
  shift : ∀ x, H x x < Λ
```

The matrix $A$ is called `projector` after the use of its powers in projecting towards the ground state; it need not be idempotent.

```lean
/-- The lattice projector `Λ - H`. -/
def projector (H : Matrix ι ι ℝ) (Λ : ℝ) : Matrix ι ι ℝ := Λ • (1 : Matrix ι ι ℝ) - H
```

The local energy and the branching factor are $E_L$ and $b$.

```lean
/-- The local energy `(Hψ)(x) / ψ(x)`, for `ψ(x) ≠ 0`. -/
def localEnergy (H : Matrix ι ι ℝ) (ψ : ι → ℝ) (x : ι) : ℝ := (H *ᵥ ψ) x / ψ x

/-- The branching factor `b(x) = Λ - E_L(x)`, for `ψ(x) ≠ 0`. -/
def branching (H : Matrix ι ι ℝ) (ψ : ι → ℝ) (Λ : ℝ) (x : ι) : ℝ := Λ - localEnergy H ψ x
```

In `guided`, which is $G$, and in `hop`, which is $p$, the second index is the starting configuration. Probabilities therefore sum to one down a column.

```lean
/-- The importance-sampled projector `ψ(y) (Λ - H)_{yx} / ψ(x)`, for nonvanishing `ψ`. -/
def guided (H : Matrix ι ι ℝ) (ψ : ι → ℝ) (Λ : ℝ) : Matrix ι ι ℝ :=
  Matrix.of fun y x => ψ y * projector H Λ y x / ψ x

/-- The hopping matrix `p(y,x) = ψ(y) (Λ - H)_{yx} / (ψ(x) b(x))` from `x` to `y`, for nonvanishing
`ψ` and `b`. Its entries are probabilities if `Admissible H ψ Λ` holds. -/
def hop (H : Matrix ι ι ℝ) (ψ : ι → ℝ) (Λ : ℝ) : Matrix ι ι ℝ :=
  Matrix.of fun y x => ψ y * projector H Λ y x / (ψ x * branching H ψ Λ x)
```

A path is given by its start `x` and the list `w` of its `n` later positions. In the notation above, `walk x w i` is $x_i$.

```lean
/-- The path that starts at `x` and then visits the `n` configurations listed in `w`. -/
def walk {n : ℕ} (x : ι) (w : Fin n → ι) : Fin (n + 1) → ι :=
  Fin.cons (α := fun _ => ι) x w
```

For a step `i`, `i.castSucc` points to $x_i$ and `i.succ` to $x_{i+1}$. The weight thus includes $b$ at the start and omits it at the endpoint.

```lean
/-- The product of the entries of the hopping matrix `hop` along a path. -/
def pathProb (H : Matrix ι ι ℝ) (ψ : ι → ℝ) (Λ : ℝ) {n : ℕ} (x : ι) (w : Fin n → ι) : ℝ :=
  ∏ i : Fin n, hop H ψ Λ (walk x w i.succ) (walk x w i.castSucc)

/-- The product of the branching factors at all points of a path except the last. -/
def pathWeight (H : Matrix ι ι ℝ) (ψ : ι → ℝ) (Λ : ℝ) {n : ℕ} (x : ι) (w : Fin n → ι) : ℝ :=
  ∏ i : Fin n, branching H ψ Λ (walk x w i.castSucc)
```

The transition probabilities could also have been modelled as a Markov kernel, with the path sum written as an expectation over the chain. The expansion would then read as an expected weight restricted to $x_n=y$. On a finite set the content would be the same.

## Positivity and stochasticity

In the column sum, `e` separates the $\Lambda$ term from the $H$ term and uses symmetry to turn $H_{yx}$ into $H_{xy}$. Then `s` sums over $y$, and the last line divides by $\psi(x)$.

```lean
variable {H : Matrix ι ι ℝ} {ψ : ι → ℝ} {Λ : ℝ}

/-- Each column of the importance-sampled projector sums to the branching factor. -/
theorem guided_column_sum (h : Admissible H ψ Λ) (x : ι) :
    ∑ y, guided H ψ Λ y x = branching H ψ Λ x := by
  have e : ∀ y, ψ y * projector H Λ y x = (if y = x then Λ * ψ y else 0) - H x y * ψ y := by
    intro y
    rw [projector, Matrix.sub_apply, Matrix.smul_apply, Matrix.one_apply, h.symm y x]
    split_ifs <;> simp only [smul_eq_mul] <;> ring
  have s : ∑ y, ψ y * projector H Λ y x = Λ * ψ x - (H *ᵥ ψ) x := by
    simp [e, Finset.sum_sub_distrib, Matrix.mulVec, dotProduct]
  change ∑ y, ψ y * projector H Λ y x / ψ x = Λ - (H *ᵥ ψ) x / ψ x
  rw [← Finset.sum_div, s, sub_div, mul_div_cancel_right₀ _ (h.pos x).ne']
```

The signs of the entries follow from the case split $y=x$ or $y\neq x$. A sum of nonnegative terms with a positive diagonal term is positive, and by the previous theorem this sum is $b(x)$.

```lean
/-- The importance-sampled projector has nonnegative entries, and the branching factor is
positive everywhere. -/
theorem guided_nonneg_and_branching_pos (h : Admissible H ψ Λ) :
    (∀ y x, 0 ≤ guided H ψ Λ y x) ∧ ∀ x, 0 < branching H ψ Λ x := by
  have hd : ∀ x, 0 < guided H ψ Λ x x := by
    intro x
    have hp : 0 < projector H Λ x x := by
      simpa [projector] using h.shift x
    exact div_pos (mul_pos (h.pos x) hp) (h.pos x)
  have hn : ∀ y x, 0 ≤ guided H ψ Λ y x := by
    intro y x
    by_cases hyx : y = x
    · subst hyx
      exact (hd y).le
    · have hp : 0 ≤ projector H Λ y x := by
        simpa [projector, Matrix.one_apply_ne hyx] using h.offdiag y x hyx
      exact div_nonneg (mul_nonneg (h.pos y).le hp) (h.pos x).le
  refine ⟨hn, fun x => ?_⟩
  rw [← guided_column_sum h x]
  exact Finset.sum_pos' (fun y _ => hn y x) ⟨x, Finset.mem_univ x, hd x⟩
```

Dividing by that sum makes the columns stochastic.

```lean
/-- The hopping matrix is column-stochastic. -/
theorem hop_stochastic (h : Admissible H ψ Λ) :
    (∀ y x, 0 ≤ hop H ψ Λ y x) ∧ ∀ x, ∑ y, hop H ψ Λ y x = 1 := by
  obtain ⟨hn, hb⟩ := guided_nonneg_and_branching_pos h
  have e : ∀ y x, hop H ψ Λ y x = guided H ψ Λ y x / branching H ψ Λ x := fun y x =>
    (div_div (ψ y * projector H Λ y x) (ψ x) (branching H ψ Λ x)).symm
  refine ⟨fun y x => ?_, fun x => ?_⟩
  · rw [e]
    exact div_nonneg (hn y x) (hb x).le
  · simp_rw [e]
    rw [← Finset.sum_div, guided_column_sum h, div_self (hb x).ne']
```

## Paths and matrix powers

The next lemma holds for any real matrix `K` and any endpoint function `f`. The induction lets the start vary, because after a first step to $z$ the remaining path starts at $z$. `Fin.consEquiv` splits the list of positions into $z$ and the rest, `step` pulls out the factor $K_{zx}$, and exchanging the two sums assembles $K^{n+1}=K^nK$.

```lean
/-- Summing the product of the entries of `K` along all `n`-step paths from `x`, times a function
of the endpoint, gives the corresponding sum over column `x` of `K ^ n`. -/
theorem sum_walks (K : Matrix ι ι ℝ) (f : ι → ℝ) (n : ℕ) (x : ι) :
    ∑ w : Fin n → ι, (∏ i : Fin n, K (walk x w i.succ) (walk x w i.castSucc)) *
      f (walk x w (Fin.last n)) = ∑ y, f y * (K ^ n) y x := by
  induction n generalizing x with
  | zero => simp [walk, Matrix.one_apply]
  | succ n ih =>
    -- split off the first step, from `x` to `z`
    have step : ∀ (z : ι) (w : Fin n → ι),
        (∏ i : Fin (n + 1), K (walk x (walk z w) i.succ) (walk x (walk z w) i.castSucc)) *
          f (walk x (walk z w) (Fin.last (n + 1))) =
        K z x * ((∏ i : Fin n, K (walk z w i.succ) (walk z w i.castSucc)) *
          f (walk z w (Fin.last n))) := by
      intro z w
      rw [Fin.prod_univ_succ, mul_assoc]
      rfl
    calc _ = ∑ z, ∑ w : Fin n → ι,
          (∏ i : Fin (n + 1), K (walk x (walk z w) i.succ) (walk x (walk z w) i.castSucc)) *
            f (walk x (walk z w) (Fin.last (n + 1))) := by
          rw [← (Fin.consEquiv (fun _ : Fin (n + 1) => ι)).sum_comp, Fintype.sum_prod_type]
          rfl
      _ = ∑ z, K z x * ∑ y, f y * (K ^ n) y z := by
          simp_rw [step, ← Finset.mul_sum, ih]
      _ = _ := by
          simp_rw [pow_succ, Matrix.mul_apply, Finset.mul_sum]
          rw [Finset.sum_comm]
          exact Finset.sum_congr rfl fun y _ => Finset.sum_congr rfl fun z _ => by ring
```

The cancellation of the intermediate $\psi(z)$ is also an induction on $n$, in which `field_simp` clears the fractions.

```lean
/-- Powers of the importance-sampled projector are the importance-sampled powers of `Λ - H`. -/
theorem guided_pow (hψ : ∀ x, 0 < ψ x) (n : ℕ) (y x : ι) :
    (guided H ψ Λ ^ n) y x = ψ y * (projector H Λ ^ n) y x / ψ x := by
  induction n generalizing y x with
  | zero =>
    by_cases hyx : y = x
    · subst hyx
      simp [(hψ y).ne']
    · simp [Matrix.one_apply_ne hyx]
  | succ n ih =>
    rw [pow_succ, pow_succ, Matrix.mul_apply, Matrix.mul_apply, Finset.mul_sum, Finset.sum_div]
    refine Finset.sum_congr rfl fun z _ => ?_
    have hz := (hψ z).ne'
    have hx := (hψ x).ne'
    rw [ih, guided, Matrix.of_apply]
    field_simp
```

Now `hK` states $p(y,x)b(x)=G_{yx}$, where positivity of $b$ permits the cancellation. Merging the two products along the path leaves a product of $G$'s, to which the two preceding lemmas apply.

```lean
/-- The sum over `n`-step paths from `x` of probability times weight times any function of the
endpoint is given by the `n`-th power of the projector. -/
theorem path_average (h : Admissible H ψ Λ) (f : ι → ℝ) (n : ℕ) (x : ι) :
    ∑ w : Fin n → ι, pathProb H ψ Λ x w * pathWeight H ψ Λ x w * f (walk x w (Fin.last n)) =
      ∑ y, f y * (ψ y * (projector H Λ ^ n) y x / ψ x) := by
  have hK : ∀ y x, hop H ψ Λ y x * branching H ψ Λ x = guided H ψ Λ y x := by
    intro y x
    have hx := (h.pos x).ne'
    have hb := ((guided_nonneg_and_branching_pos h).2 x).ne'
    rw [hop, guided, Matrix.of_apply, Matrix.of_apply]
    field_simp
  simp_rw [pathProb, pathWeight, ← Finset.prod_mul_distrib, hK, sum_walks, guided_pow h.pos]
```

Choosing $f$ as the indicator of $y$ selects the paths that end there, which gives the path expansion.

```lean
/-- Path expansion of the projector: `ψ(y) ((Λ - H)^n)_{yx} / ψ(x)` is the sum over all `n`-step
paths from `x` to `y` of the product of hopping probabilities and branching factors. -/
theorem projector_path_expansion (h : Admissible H ψ Λ) (n : ℕ) (y x : ι) :
    ψ y * (projector H Λ ^ n) y x / ψ x =
      ∑ w : Fin n → ι with walk x w (Fin.last n) = y,
        pathProb H ψ Λ x w * pathWeight H ψ Λ x w := by
  -- take the indicator of `y` as the function of the endpoint
  have key := path_average h (fun z => if z = y then 1 else 0) n x
  simp only [mul_ite, mul_one, mul_zero, ite_mul, one_mul, zero_mul, Finset.sum_ite_eq',
    Finset.mem_univ, if_true] at key
  rw [Finset.sum_filter, key]
```

The same argument gives an expansion when the shift changes from step to step, provided that each $\Lambda_i$ lies above the diagonal of $H$: $A^n$ becomes $\prod_i(\Lambda_i I-H)$, and step $i$ uses the $p$ and $b$ built from $\Lambda_i$.

## Normalisation and the mixed estimator

For the total probability, `key` shows that every power of the hopping matrix has column sums equal to one; `sum_walks` with $f=1$ turns this into a statement about paths.

```lean
/-- The probabilities of all `n`-step paths from `x` sum to one. -/
theorem pathProb_sum (h : Admissible H ψ Λ) (n : ℕ) (x : ι) :
    ∑ w : Fin n → ι, pathProb H ψ Λ x w = 1 := by
  have key : ∀ (m : ℕ) (z : ι), ∑ y, (hop H ψ Λ ^ m) y z = 1 := by
    intro m
    induction m with
    | zero => intro z; simp [Matrix.one_apply]
    | succ m ih =>
      intro z
      simp_rw [pow_succ, Matrix.mul_apply]
      rw [Finset.sum_comm]
      simp_rw [← Finset.sum_mul, ih, one_mul]
      exact (hop_stochastic h).2 z
  have s := sum_walks (hop H ψ Λ) (fun _ => 1) n x
  simp only [mul_one, one_mul, key] at s
  exact s
```

The first half of the next theorem finds a path of positive probability by contradiction: if there were none, the probabilities could not sum to one. The second half applies `path_average` with $f=E_L$ and $f=1$, and the common factor $1/\psi(x)$ drops out of the ratio.

```lean
/-- The mean path weight is positive, and the weighted path average of the local energy at the
endpoint equals the mixed estimator of the energy after `n` applications of `Λ - H`. -/
theorem mixed_estimator (h : Admissible H ψ Λ) (n : ℕ) (x : ι) :
    0 < ∑ w : Fin n → ι, pathProb H ψ Λ x w * pathWeight H ψ Λ x w ∧
    (∑ w : Fin n → ι, pathProb H ψ Λ x w * pathWeight H ψ Λ x w *
        localEnergy H ψ (walk x w (Fin.last n))) /
      (∑ w : Fin n → ι, pathProb H ψ Λ x w * pathWeight H ψ Λ x w) =
    (∑ y, (H *ᵥ ψ) y * (projector H Λ ^ n) y x) / ∑ y, ψ y * (projector H Λ ^ n) y x := by
  constructor
  · have hP : ∀ w : Fin n → ι, 0 ≤ pathProb H ψ Λ x w := fun w =>
      Finset.prod_nonneg fun i _ => (hop_stochastic h).1 _ _
    have hW : ∀ w : Fin n → ι, 0 < pathWeight H ψ Λ x w := fun w =>
      Finset.prod_pos fun i _ => (guided_nonneg_and_branching_pos h).2 _
    -- some path has positive probability, since the probabilities sum to one
    have hex : ∃ w : Fin n → ι, 0 < pathProb H ψ Λ x w := by
      by_contra hno
      have hle : ∑ w : Fin n → ι, pathProb H ψ Λ x w ≤ 0 :=
        Finset.sum_nonpos fun w _ => le_of_not_gt fun hw => hno ⟨w, hw⟩
      linarith [pathProb_sum h n x]
    obtain ⟨w, hw⟩ := hex
    exact Finset.sum_pos' (fun v _ => mul_nonneg (hP v) (hW v).le)
      ⟨w, Finset.mem_univ w, mul_pos hw (hW w)⟩
  · have hnum : ∑ y, localEnergy H ψ y * (ψ y * (projector H Λ ^ n) y x / ψ x) =
        (∑ y, (H *ᵥ ψ) y * (projector H Λ ^ n) y x) / ψ x := by
      rw [Finset.sum_div]
      refine Finset.sum_congr rfl fun y _ => ?_
      have hy := (h.pos y).ne'
      rw [localEnergy]
      field_simp
    have hden := path_average h (fun _ => 1) n x
    simp only [mul_one, one_mul] at hden
    rw [path_average h (localEnergy H ψ) n x, hnum, hden, ← Finset.sum_div,
      div_div_div_cancel_right₀ (h.pos x).ne']
```

Both sides are exact sums at fixed $n$. Convergence to the ground-state energy as $n$ grows, and the statistical error of a finite sample of walkers, are separate questions.

The opening example satisfies all four conditions, with a guiding function that is not uniform.

```lean
/-- Two sites coupled by hopping `-1`, with guiding function `(1, 2)` and shift `1`, satisfy all
the conditions. -/
theorem admissible_witness :
    Admissible (!![0, -1; -1, 0] : Matrix (Fin 2) (Fin 2) ℝ) ![1, 2] 1 where
  symm x y := by fin_cases x <;> fin_cases y <;> simp
  offdiag x y _ := by fin_cases x <;> fin_cases y <;> simp
  pos x := by fin_cases x <;> simp
  shift x := by fin_cases x <;> simp

end

end LatticeProjectorPaths
```

```lean
#print axioms LatticeProjectorPaths.projector_path_expansion
-- 'LatticeProjectorPaths.projector_path_expansion' depends on axioms: [propext, Classical.choice, Quot.sound]
#print axioms LatticeProjectorPaths.mixed_estimator
-- 'LatticeProjectorPaths.mixed_estimator' depends on axioms: [propext, Classical.choice, Quot.sound]
```
